# For causal self-energy matrices and Im z > 0, the Green's function error is at most ‖S − Q‖/(Im z)²

**Q:** You represent a causal self-energy by a single complex matrix with a sign condition. A self-energy is a function of frequency. Where has the function gone?

**A:** It has been evaluated at one point. Fix a complex frequency $z$ with $\operatorname{Im} z>0$, and let $S$ and $Q$ be the values of two self-energies at that $z$. Causal then means that the anti-Hermitian part
$$A_S=\frac{S-S^\dagger}{2i}$$
is negative semidefinite, and likewise $A_Q$: the self-energy may damp amplitudes but not amplify them. A Lehmann pole term $VV^\dagger/(z-E)$, with real $E$ and a coupling vector $V$, has this sign, because its anti-Hermitian part is $-\operatorname{Im} z\,VV^\dagger/|z-E|^2$. Analyticity in $z$ is neither assumed nor used.

With $H$ Hermitian, $D_S=z-H-S$ and $G_S=D_S^{-1}$, the claim is
$$\|G_S-G_Q\|\le\frac{\|S-Q\|}{(\operatorname{Im} z)^2}.$$

**Q:** Which norm, and on which space?

**A:** The operator norm induced by the Euclidean norm, on matrices indexed by a finite set `n` of orthonormal orbitals. Mathlib gives matrices no default norm, since several are in use. The line `open scoped Matrix.Norms.L2Operator` selects this one, and the proof turns on that choice. It lets a matrix norm be bounded by testing vectors, it supplies $\|AB\|\le\|A\|\,\|B\|$, and it gives the identity norm 1 when there is at least one orbital.

```lean
import Mathlib

open Matrix
open scoped Matrix.Norms.L2Operator

namespace SelfEnergyErrorPropagation

noncomputable section

variable {n : Type*} [Fintype n] [DecidableEq n]
```

A column of amplitudes is a plain function `n → ℂ`; `ket` marks it as a vector with the Euclidean norm.

```lean
/-- A column of amplitudes regarded as a vector with the Euclidean norm. -/
abbrev ket (v : n → ℂ) : EuclideanSpace ℂ n := WithLp.toLp 2 v
```

**Q:** And the sign condition? I expect a real number to be compared with zero.

**A:** The definition takes the real part of $\langle v,A_Sv\rangle$ for every $v$. Nothing is lost, because this expectation value is already real, as `antiHermPart_expect` below shows. The vectors need not be normalised.

```lean
/-- The anti-Hermitian part `(S - S†)/(2i)` of a matrix. -/
def antiHermPart (S : Matrix n n ℂ) : Matrix n n ℂ :=
  (1 / (2 * Complex.I)) • (S - Sᴴ)

/-- A self-energy is causal when its anti-Hermitian part is negative semidefinite. -/
def IsCausal (S : Matrix n n ℂ) : Prop :=
  ∀ v : n → ℂ, (star v ⬝ᵥ antiHermPart S *ᵥ v).re ≤ 0
```

The next two definitions are $D_S$ and $G_S$. The Hermitian part of $S$ is unrestricted, so static level shifts may differ between $S$ and $Q$, while $H$ is common to both.

```lean
/-- The matrix `z - H - S` of the Dyson equation. -/
def dysonMatrix (z : ℂ) (H S : Matrix n n ℂ) : Matrix n n ℂ :=
  z • (1 : Matrix n n ℂ) - H - S

/-- The Green's function `(z - H - S)⁻¹` with self-energy `S`. -/
def green (z : ℂ) (H S : Matrix n n ℂ) : Matrix n n ℂ :=
  (dysonMatrix z H S)⁻¹
```

The last definition is a test case, the same damping $-i\varepsilon$ for every orbital, with real $\varepsilon$.

```lean
/-- The uniform self-energy `-iε`, the same for every orbital. -/
def damping (ε : ℝ) : Matrix n n ℂ :=
  (-((ε : ℂ) * Complex.I)) • (1 : Matrix n n ℂ)
```

**Q:** Derive the bound for me before you show any proof script.

**A:** Take any $v$ and set $w=\langle v,Sv\rangle$. Since $\langle v,S^\dagger v\rangle=w^*$,
$$\langle v,A_Sv\rangle=\frac{w-w^*}{2i}=\operatorname{Im} w .$$
Causality therefore says $\operatorname{Im}\langle v,Sv\rangle\le0$. As $\langle v,Hv\rangle$ is real,
$$\operatorname{Im}\langle v,D_Sv\rangle=\operatorname{Im} z\,\|v\|^2-\operatorname{Im}\langle v,Sv\rangle\ge\operatorname{Im} z\,\|v\|^2 .$$
By Cauchy–Schwarz the left side is at most $\|v\|\,\|D_Sv\|$. Dividing by $\|v\|$ when $v\ne0$, and noting that $v=0$ is trivial, we get
$$\operatorname{Im} z\,\|v\|\le\|D_Sv\| .$$
So $D_S$ annihilates no nonzero vector and is invertible. Putting $v=G_Sx$ gives $\|G_Sx\|\le\|x\|/\operatorname{Im} z$, hence $\|G_S\|\le1/\operatorname{Im} z$. The same holds for $Q$. Finally $S-Q=D_Q-D_S$, so
$$G_S(S-Q)G_Q=G_SD_QG_Q-G_SD_SG_Q=G_S-G_Q .$$
Taking norms gives
$$\|G_S-G_Q\|\le\|G_S\|\,\|S-Q\|\,\|G_Q\|\le\frac{\|S-Q\|}{(\operatorname{Im} z)^2}.$$

**Q:** Now match that to the code.

**A:** Two lemmas translate between sums over amplitudes and the Euclidean inner product.

```lean
omit [DecidableEq n] in
/-- The Euclidean inner product written as a sum over amplitudes. -/
lemma inner_ket (u v : n → ℂ) : inner ℂ (ket u) (ket v) = star u ⬝ᵥ v :=
  (EuclideanSpace.inner_eq_star_dotProduct _ _).trans (dotProduct_comm _ _)

omit [DecidableEq n] in
/-- The overlap of a vector with itself is its squared norm. -/
lemma ket_self (v : n → ℂ) : star v ⬝ᵥ v = ((‖ket v‖ ^ 2 : ℝ) : ℂ) := by
  rw [← inner_ket, inner_self_eq_norm_sq_to_K]
  push_cast
  rfl
```

The first step of the derivation comes next. Inside the proof, `h` is the conjugation rule for $S^\dagger$, and `hw` is $w-w^*=2i\operatorname{Im} w$.

```lean
omit [DecidableEq n] in
/-- The expectation value of the anti-Hermitian part of `S` is the imaginary part of the
expectation value of `S`. -/
theorem antiHermPart_expect (S : Matrix n n ℂ) (v : n → ℂ) :
    star v ⬝ᵥ antiHermPart S *ᵥ v = ((star v ⬝ᵥ S *ᵥ v).im : ℂ) := by
  have h : star v ⬝ᵥ Sᴴ *ᵥ v = star (star v ⬝ᵥ S *ᵥ v) := by
    rw [Matrix.dotProduct_mulVec (star v) Sᴴ v, ← Matrix.star_mulVec]
    exact Matrix.star_dotProduct _ _
  rw [antiHermPart, Matrix.smul_mulVec, Matrix.sub_mulVec, dotProduct_smul,
    dotProduct_sub, h]
  generalize star v ⬝ᵥ S *ᵥ v = w
  have hw : w - star w = ((2 * w.im : ℝ) : ℂ) * Complex.I := Complex.sub_conj w
  have hI := Complex.I_ne_zero
  rw [hw, smul_eq_mul]
  push_cast
  field_simp
```

In the lower bound, `e` expands $\langle v,D_Sv\rangle$, `h1` says that the energy expectation value is real, `h2` is causality, and `h3` combines them. Cauchy–Schwarz enters as `h4`. The final case split separates $v=0$ from the case where one may divide by $\|v\|$.

```lean
/-- For Hermitian `H` and causal `S`, `z - H - S` multiplies the norm of every vector by at least
`Im z`. -/
theorem dysonMatrix_lower_bound {z : ℂ} {H S : Matrix n n ℂ} (hH : H.IsHermitian)
    (hS : IsCausal S) (v : n → ℂ) :
    z.im * ‖ket v‖ ≤ ‖ket (dysonMatrix z H S *ᵥ v)‖ := by
  have e : star v ⬝ᵥ dysonMatrix z H S *ᵥ v
      = z * ((‖ket v‖ ^ 2 : ℝ) : ℂ) - star v ⬝ᵥ H *ᵥ v - star v ⬝ᵥ S *ᵥ v := by
    rw [dysonMatrix, Matrix.sub_mulVec, Matrix.sub_mulVec, Matrix.smul_mulVec,
      Matrix.one_mulVec, dotProduct_sub, dotProduct_sub, dotProduct_smul, ket_self,
      smul_eq_mul]
  -- the Hamiltonian has real expectation values, the self-energy only damps
  have h1 : (star v ⬝ᵥ H *ᵥ v).im = 0 := by
    have h0 : antiHermPart H = 0 := by rw [antiHermPart, hH.eq, sub_self, smul_zero]
    have h := antiHermPart_expect H v
    rw [h0, Matrix.zero_mulVec, dotProduct_zero] at h
    exact Complex.ofReal_eq_zero.mp h.symm
  have h2 := hS v
  rw [antiHermPart_expect, Complex.ofReal_re] at h2
  have h3 : z.im * ‖ket v‖ ^ 2 ≤ (star v ⬝ᵥ dysonMatrix z H S *ᵥ v).im := by
    rw [e, Complex.sub_im, Complex.sub_im, Complex.im_mul_ofReal]
    linarith
  -- Cauchy-Schwarz
  have h4 := norm_inner_le_norm (𝕜 := ℂ) (ket v) (ket (dysonMatrix z H S *ᵥ v))
  rw [inner_ket] at h4
  have h5 := (le_abs_self _).trans
    (Complex.abs_im_le_norm (star v ⬝ᵥ dysonMatrix z H S *ᵥ v))
  rcases (norm_nonneg (ket v)).eq_or_lt with h | h
  · rw [← h, mul_zero]
    exact norm_nonneg _
  · refine le_of_mul_le_mul_left ?_ h
    linarith [show ‖ket v‖ * (z.im * ‖ket v‖) = z.im * ‖ket v‖ ^ 2 by ring]
```

**Q:** Lean's matrix inverse is defined even for singular matrices. Could `green` be meaningless at some $z$?

**A:** Not under these hypotheses. Lean would return the zero matrix for a singular $D_S$, so invertibility has to be established. If the determinant vanished, some nonzero $v$ would satisfy $D_Sv=0$, and the lower bound would give $\operatorname{Im} z\,\|v\|\le0$.

```lean
/-- For Hermitian `H`, causal `S` and `Im z > 0`, the matrix `z - H - S` is invertible. -/
theorem dysonMatrix_isUnit_det {z : ℂ} {H S : Matrix n n ℂ} (hH : H.IsHermitian)
    (hS : IsCausal S) (hz : 0 < z.im) : IsUnit (dysonMatrix z H S).det := by
  rw [isUnit_iff_ne_zero]
  intro h
  obtain ⟨v, hv, h0⟩ := Matrix.exists_mulVec_eq_zero_iff.mpr h
  have hp : 0 < ‖ket v‖ := norm_pos_iff.mpr fun h' => hv (congrArg WithLp.ofLp h')
  have t := dysonMatrix_lower_bound (z := z) hH hS v
  have e : ket (dysonMatrix z H S *ᵥ v) = 0 := by rw [h0]; rfl
  rw [e, norm_zero] at t
  linarith [mul_pos hz hp]
```

The norm bound on $G_S$ is where the chosen norm does its work. `Matrix.l2_opNorm_def` turns the matrix norm into that of a linear map, and `opNorm_le_bound` reduces the claim to one inequality per vector $x$. The lower bound, applied to $G_Sx$, supplies it.

```lean
/-- For Hermitian `H`, causal `S` and `Im z > 0`, the Green's function has operator norm at most `1
/ Im z`. -/
theorem norm_green_le {z : ℂ} {H S : Matrix n n ℂ} (hH : H.IsHermitian)
    (hS : IsCausal S) (hz : 0 < z.im) : ‖green z H S‖ ≤ 1 / z.im := by
  rw [Matrix.l2_opNorm_def]
  refine ContinuousLinearMap.opNorm_le_bound _ (one_div_pos.mpr hz).le fun x => ?_
  change ‖ket (green z H S *ᵥ x.ofLp)‖ ≤ 1 / z.im * ‖ket x.ofLp‖
  have t := dysonMatrix_lower_bound (z := z) hH hS (green z H S *ᵥ x.ofLp)
  rw [Matrix.mulVec_mulVec, green,
    Matrix.mul_nonsing_inv _ (dysonMatrix_isUnit_det hH hS hz), Matrix.one_mulVec] at t
  rw [one_div, inv_mul_eq_div, le_div_iff₀ hz, mul_comm]
  exact t
```

The difference identity needs only that both inverses are genuine; causality plays no part in it.

```lean
/-- Dyson difference identity: `G_S - G_Q = G_S (S - Q) G_Q` when `z - H - S` and `z - H - Q` are
both invertible. -/
theorem green_sub_green {z : ℂ} {H S Q : Matrix n n ℂ}
    (hS : IsUnit (dysonMatrix z H S).det) (hQ : IsUnit (dysonMatrix z H Q).det) :
    green z H S - green z H Q = green z H S * (S - Q) * green z H Q := by
  have a : green z H S * dysonMatrix z H S = 1 := Matrix.nonsing_inv_mul _ hS
  have b : dysonMatrix z H Q * green z H Q = 1 := Matrix.mul_nonsing_inv _ hQ
  have d : S - Q = dysonMatrix z H Q - dysonMatrix z H S := by
    unfold dysonMatrix
    abel
  rw [d, mul_sub, sub_mul, a, mul_assoc, b, mul_one, one_mul]
```

The main theorem chains the identity, submultiplicativity used twice, and the two resolvent bounds.

```lean
/-- Self-energy error propagation: for Hermitian `H`, causal `S` and `Q`, and `Im z > 0`, the
Green's functions differ in operator norm by at most `‖S - Q‖ / (Im z)²`. -/
theorem norm_green_sub_green_le {z : ℂ} {H S Q : Matrix n n ℂ} (hH : H.IsHermitian)
    (hS : IsCausal S) (hQ : IsCausal Q) (hz : 0 < z.im) :
    ‖green z H S - green z H Q‖ ≤ ‖S - Q‖ / z.im ^ 2 := by
  rw [green_sub_green (dysonMatrix_isUnit_det hH hS hz) (dysonMatrix_isUnit_det hH hQ hz)]
  have gS := norm_green_le hH hS hz
  have gQ := norm_green_le hH hQ hz
  calc ‖green z H S * (S - Q) * green z H Q‖
      ≤ ‖green z H S‖ * ‖S - Q‖ * ‖green z H Q‖ :=
        (norm_mul_le _ _).trans
          (mul_le_mul_of_nonneg_right (norm_mul_le _ _) (norm_nonneg _))
    _ ≤ 1 / z.im * ‖S - Q‖ * (1 / z.im) := by gcongr
    _ = ‖S - Q‖ / z.im ^ 2 := by field_simp
```

**Q:** What does this tell someone who runs an approximate self-energy calculation?

**A:** In a finite orthonormal orbital basis, with the same $H$ and the same chemical potential $\mu$ in both calculations, and with both self-energies causal, an error in the self-energy at $z=\mu+i\omega_n$, with $\omega_n$ a positive Matsubara frequency, is amplified in the Green's function by at most $1/\omega_n^2$. Just above the real axis, at height $\eta$, the factor $1/\eta^2$ grows without limit as $\eta\to0$. The theorem takes $S$ and $Q$ as given, so it does not address how errors build up over a self-consistency loop.

**Q:** Perhaps the factor is pessimistic, and a better argument would lower it.

**A:** For a particular system it may well be pessimistic. As a constant for all causal pairs it cannot be lowered at $H=0$, $z=i\eta$ with $\eta>0$, provided there is at least one orbital. Compare $S=0$ with $Q=-i\varepsilon$. Their distance is $|\varepsilon|$:

```lean
/-- With at least one orbital, the uniform self-energy `-iε` has distance `|ε|` from zero. -/
lemma norm_zero_sub_damping [Nonempty n] (ε : ℝ) :
    ‖(0 : Matrix n n ℂ) - damping ε‖ = |ε| := by
  rw [zero_sub, norm_neg, damping, norm_smul, CStarRing.norm_one, norm_neg, norm_mul,
    Complex.norm_I, Complex.norm_real, Real.norm_eq_abs, mul_one, mul_one]
```

Both Green's functions are multiples of the identity, and
$$\frac1{i\eta}-\frac1{i(\eta+\varepsilon)}=\frac{\varepsilon}{i\,\eta(\eta+\varepsilon)},$$
so the error has norm $|\varepsilon|/(\eta(\eta+\varepsilon))$ whenever $\eta+\varepsilon>0$. In the proof, `e1` and `e2` identify the two matrices, and `e3` is the scalar identity just displayed.

```lean
/-- At `z = iη` and `H = 0`, replacing the self-energy `0` by `-iε` changes the Green's function by
exactly `|ε| / (η (η + ε))` in norm, if `η > 0`, `η + ε > 0` and there is at least one orbital. -/
theorem norm_green_sub_damping [Nonempty n] {η ε : ℝ} (hη : 0 < η) (h : 0 < η + ε) :
    ‖green ((η : ℂ) * Complex.I) (0 : Matrix n n ℂ) 0
      - green ((η : ℂ) * Complex.I) 0 (damping ε)‖ = |ε| / (η * (η + ε)) := by
  have hI := Complex.I_ne_zero
  have h1 : (η : ℂ) ≠ 0 := Complex.ofReal_ne_zero.mpr hη.ne'
  have h2 : (η : ℂ) + ε ≠ 0 := by exact_mod_cast h.ne'
  have inv : ∀ c : ℂ, c ≠ 0 → (c • (1 : Matrix n n ℂ))⁻¹ = c⁻¹ • 1 := fun c hc =>
    Matrix.inv_eq_right_inv (by
      rw [smul_mul_smul_comm, mul_inv_cancel₀ hc, one_mul, one_smul])
  have e1 : dysonMatrix ((η : ℂ) * Complex.I) (0 : Matrix n n ℂ) 0
      = ((η : ℂ) * Complex.I) • 1 := by rw [dysonMatrix, sub_zero, sub_zero]
  have e2 : dysonMatrix ((η : ℂ) * Complex.I) (0 : Matrix n n ℂ) (damping ε)
      = (((η : ℂ) + ε) * Complex.I) • 1 := by
    unfold dysonMatrix damping
    module
  have e3 : ((η : ℂ) * Complex.I)⁻¹ - (((η : ℂ) + ε) * Complex.I)⁻¹
      = ((ε / (η * (η + ε)) : ℝ) : ℂ) * Complex.I⁻¹ := by
    push_cast
    field_simp
    ring
  rw [green, green, e1, e2, inv _ (mul_ne_zero h1 hI), inv _ (mul_ne_zero h2 hI),
    ← sub_smul, e3, norm_smul, CStarRing.norm_one, norm_mul, norm_inv, Complex.norm_I,
    Complex.norm_real, Real.norm_eq_abs, abs_div, abs_of_pos (mul_pos hη h), inv_one,
    mul_one, mul_one]
```

For $\varepsilon\ge0$ this self-energy is causal, since its expectation value has imaginary part $-\varepsilon\|v\|^2$.

```lean
/-- The uniform self-energy `-iε` with `ε ≥ 0` is causal. -/
lemma damping_isCausal {ε : ℝ} (hε : 0 ≤ ε) : IsCausal (damping ε : Matrix n n ℂ) := by
  intro v
  have h : (-((ε : ℂ) * Complex.I)).im = -ε := by simp
  rw [antiHermPart_expect, Complex.ofReal_re, damping, Matrix.smul_mulVec,
    Matrix.one_mulVec, dotProduct_smul, ket_self, smul_eq_mul, Complex.im_mul_ofReal, h]
  nlinarith [mul_nonneg hε (sq_nonneg ‖ket v‖)]
```

Suppose a constant $C$ satisfies $\|G_S-G_Q\|\le C\|S-Q\|$ for all causal pairs. For $\varepsilon>0$ our example gives $1\le C\,\eta(\eta+\varepsilon)$, and $\varepsilon\to0$ leaves $1\le C\eta^2$. Lean takes the limit by first showing $C>0$ and then choosing $\varepsilon=\delta/(C\eta)$, which gives $1\le C\eta^2+\delta$ for every $\delta>0$.

```lean
/-- Sharpness: at `z = iη` and `H = 0`, any constant that bounds the error amplification for all
causal pairs is at least `1 / η²`, if `η > 0` and there is at least one orbital. -/
theorem amplification_sharp [Nonempty n] {η C : ℝ} (hη : 0 < η)
    (hC : ∀ S Q : Matrix n n ℂ, IsCausal S → IsCausal Q →
      ‖green ((η : ℂ) * Complex.I) 0 S - green ((η : ℂ) * Complex.I) 0 Q‖
        ≤ C * ‖S - Q‖) :
    1 / η ^ 2 ≤ C := by
  have zc : IsCausal (0 : Matrix n n ℂ) := fun v => by simp [antiHermPart]
  -- test the bound on a weak uniform damping
  have key : ∀ ε : ℝ, 0 < ε → 1 ≤ C * (η * (η + ε)) := by
    intro ε hε
    have hp : 0 < η * (η + ε) := by positivity
    have t := hC 0 (damping ε) zc (damping_isCausal hε.le)
    rw [norm_green_sub_damping hη (by linarith), norm_zero_sub_damping, abs_of_pos hε,
      div_le_iff₀ hp] at t
    refine le_of_mul_le_mul_left ?_ hε
    linarith [show ε * (C * (η * (η + ε))) = C * ε * (η * (η + ε)) by ring]
  have hCpos : 0 < C := by
    have hp : 0 < η * (η + 1) := by positivity
    exact pos_of_mul_pos_left (lt_of_lt_of_le one_pos (key 1 one_pos)) hp.le
  rw [div_le_iff₀ (by positivity)]
  -- let the damping tend to zero
  refine le_of_forall_pos_le_add fun δ hδ => ?_
  have t := key (δ / (C * η)) (by positivity)
  have e : C * (η * (η + δ / (C * η))) = C * η ^ 2 + δ := by field_simp
  rwa [e] at t
```

**Q:** Last doubt. Is causality doing real work, or is it there for convenience?

**A:** Drop it for $Q$ and the bound can fail. Keep $H=0$, $z=i\eta$ and $S=0$, but let $Q=+i\gamma$ with $0<\gamma<\eta$, which is gain instead of damping. The formula with $\varepsilon=-\gamma$ gives
$$\|G_S-G_Q\|=\frac{\gamma}{\eta(\eta-\gamma)}>\frac{\gamma}{\eta^2}=\frac{\|S-Q\|}{\eta^2}.$$
With $\eta=1$ and $\gamma=1/2$, in matching units, the error is 1 where the bound would allow 1/2. As $\gamma$ approaches $\eta$ the error diverges, because $D_Q=i(\eta-\gamma)$ tends to zero. The code writes this gain as `damping (-γ)`.

```lean
/-- At `z = iη` and `H = 0`, replacing the self-energy `0` by the gain `+iγ` with `0 < γ < η` gives
an error larger than `‖S - Q‖ / η²`, if there is at least one orbital. -/
theorem gain_violates_bound [Nonempty n] {η γ : ℝ} (hγ : 0 < γ) (h : γ < η) :
    ‖(0 : Matrix n n ℂ) - damping (-γ)‖ / η ^ 2
      < ‖green ((η : ℂ) * Complex.I) (0 : Matrix n n ℂ) 0
          - green ((η : ℂ) * Complex.I) 0 (damping (-γ))‖ := by
  have hη : 0 < η := hγ.trans h
  have hd : 0 < η + -γ := by linarith
  rw [norm_green_sub_damping hη hd, norm_zero_sub_damping, abs_neg, abs_of_pos hγ]
  exact div_lt_div_of_pos_left hγ (mul_pos hη hd) (by nlinarith [mul_pos hη hγ])

end

end SelfEnergyErrorPropagation
```

```lean
#print axioms SelfEnergyErrorPropagation.norm_green_sub_green_le
-- 'SelfEnergyErrorPropagation.norm_green_sub_green_le' depends on axioms: [propext, Classical.choice, Quot.sound]
#print axioms SelfEnergyErrorPropagation.amplification_sharp
-- 'SelfEnergyErrorPropagation.amplification_sharp' depends on axioms: [propext, Classical.choice, Quot.sound]
#print axioms SelfEnergyErrorPropagation.gain_violates_bound
-- 'SelfEnergyErrorPropagation.gain_violates_bound' depends on axioms: [propext, Classical.choice, Quot.sound]
```
